# In a potential that vanishes at infinity, a radial orbital with f'/f → −√(2I) has energy −I

Add a constant to a Kohn-Sham potential and the density stays the same, while every orbital energy moves by that constant. Comparing the highest occupied eigenvalue with an ionisation energy therefore requires a condition that removes this freedom. Here the condition is that the potential vanishes at infinity, and the decay rate of the orbital then links its energy to the density.

The decay rate is a hypothesis. Physically, I stands for the first ionisation energy of the interacting system, whose ground-state density typically falls off, in atomic units and up to a power of r, as exp(−2√(2I) r). That law comes from many-electron theory and is taken as input; what is derived is its consequence for the orbital energy.

```lean
import Mathlib

open Filter Topology

namespace KohnShamIonisation
```

## The radial equation beyond a radius R

Let f(r) be r times the radial part of an orbital, e its energy and v the potential. In atomic units, for r > R,

−f''(r)/2 + v(r) f(r) = e f(r), with f(r) > 0.

For angular momentum l, v includes the centrifugal term l(l+1)/(2r²), which vanishes at infinity. Positivity only requires R to lie beyond the last node, after a change of sign if necessary.

`IsRadialOrbital R e v f` collects these conditions with twice-differentiability. It requires neither normalisation nor self-consistency, and v is any real function, acting by multiplication. A non-local exchange operator is not itself of this form.

```lean
/-- A radial orbital `f` of energy `e` in the potential `v`: beyond the radius `R` it is positive,
twice differentiable and solves `-f''/2 + v f = e f`. -/
structure IsRadialOrbital (R e : ℝ) (v f : ℝ → ℝ) : Prop where
  pos : ∀ r, R < r → 0 < f r
  diff : ∀ r, R < r → DifferentiableAt ℝ f r
  diff_deriv : ∀ r, R < r → DifferentiableAt ℝ (deriv f) r
  schrodinger : ∀ r, R < r → -(deriv (deriv f) r) / 2 + v r * f r = e * f r
```

## A convergent derivative of a convergent function tends to zero

Suppose g(r) → a and g'(r) → L. By the mean value theorem there is a point c(r) between r and r + 1 with

g'(c(r)) = g(r + 1) − g(r).

As r grows, the left side tends to L and the right side to a − a = 0, so L = 0. Convergence of g alone would not make g' converge, as sin(r²)/r shows.

In Lean, `Tendsto g atTop (𝓝 a)` says g(r) → a as r → ∞. The step `choose` turns the intermediate points into a function c, and `tendsto_nhds_unique` equates the two limits.

```lean
/-- If a function differentiable beyond `R` converges at infinity and its derivative converges
too, then the derivative tends to zero. -/
theorem derivative_limit_eq_zero {R a L : ℝ} {g g' : ℝ → ℝ}
    (hg : Tendsto g atTop (𝓝 a)) (hg' : Tendsto g' atTop (𝓝 L))
    (hd : ∀ r, R < r → HasDerivAt g (g' r) r) : L = 0 := by
  -- the mean value theorem on `[r, r + 1]`
  have hmv : ∀ r : ℝ, ∃ c, r ≤ c ∧ (R < r → g' c = g (r + 1) - g r) := by
    intro r
    by_cases hr : R < r
    · obtain ⟨c, hc, hs⟩ := exists_hasDerivAt_eq_slope g g' (lt_add_one r)
        (fun x hx => (hd x (lt_of_lt_of_le hr hx.1)).continuousAt.continuousWithinAt)
        (fun x hx => hd x (lt_trans hr hx.1))
      refine ⟨c, hc.1.le, fun _ => ?_⟩
      rw [hs, add_sub_cancel_left, div_one]
    · exact ⟨r, le_refl r, fun h => absurd h hr⟩
  choose c hc hs using hmv
  have h1 : Tendsto (fun r => g' (c r)) atTop (𝓝 L) :=
    hg'.comp (tendsto_atTop_mono hc tendsto_id)
  have h2 : Tendsto (fun r => g (r + 1) - g r) atTop (𝓝 (a - a)) :=
    (hg.comp (tendsto_atTop_add_const_right atTop 1 tendsto_id)).sub hg
  rw [sub_self] at h2
  refine tendsto_nhds_unique h1 (h2.congr' ?_)
  filter_upwards [eventually_gt_atTop R] with r hr
  exact (hs r hr).symm
```

## The logarithmic derivative obeys a Riccati equation

Put g = f'/f, which is Mathlib's `logDeriv f`. The quotient rule gives

g' = f''/f − (f'/f)².

The radial equation gives f'' = 2(v − e) f, hence

g' = 2(v − e) − g².

The proof follows the same route: `fun_div` is the quotient rule, and `linear_combination` inserts the radial equation `hs`.

```lean
/-- The logarithmic derivative `g = f'/f` of a radial orbital obeys the Riccati equation
`g' = 2 (v - e) - g²` beyond `R`. -/
theorem riccati {R e : ℝ} {v f : ℝ → ℝ} (h : IsRadialOrbital R e v f) {r : ℝ} (hr : R < r) :
    HasDerivAt (logDeriv f) (2 * (v r - e) - (logDeriv f r) ^ 2) r := by
  have hne : f r ≠ 0 := (h.pos r hr).ne'
  have hs := h.schrodinger r hr
  have hd := (h.diff_deriv r hr).hasDerivAt.fun_div (h.diff r hr).hasDerivAt hne
  refine HasDerivAt.congr_deriv hd ?_
  have hq : deriv f r / f r * f r = deriv f r := div_mul_cancel₀ _ hne
  rw [logDeriv_apply, div_eq_iff (pow_ne_zero 2 hne)]
  generalize deriv f r / f r = q at hq ⊢
  linear_combination (-2 * f r) * hs + (q * f r + deriv f r) * hq
```

## The limits of v and f'/f determine the energy

Let v → w and g → κ. The right side of the Riccati equation then converges, so g' does too:

g' → 2(w − e) − κ².

By the mean value argument this limit is zero, and therefore

e = w − κ²/2.

The constant w carries the freedom described at the start: shifting v by a constant shifts w and e together.

```lean
/-- If the potential tends to `w` and the logarithmic derivative of the radial orbital tends
to `κ`, then the orbital energy is `w - κ²/2`. -/
theorem energy_of_decay {R e w κ : ℝ} {v f : ℝ → ℝ} (h : IsRadialOrbital R e v f)
    (hv : Tendsto v atTop (𝓝 w)) (hκ : Tendsto (logDeriv f) atTop (𝓝 κ)) :
    e = w - κ ^ 2 / 2 := by
  have hd : Tendsto (fun r => 2 * (v r - e) - (logDeriv f r) ^ 2) atTop
      (𝓝 (2 * (w - e) - κ ^ 2)) := ((hv.sub_const e).const_mul 2).sub (hκ.pow 2)
  have h0 := derivative_limit_eq_zero hκ hd (fun r hr => riccati h hr)
  linarith
```

Now set w = 0 and κ = −√(2I). Since κ² = 2I,

e = −I.

In exact Kohn-Sham theory, where the orbitals reproduce the interacting density, this gives the highest occupied eigenvalue its reading as minus the first ionisation energy, for a radial orbital with the assumed decay rate. An approximate functional need not give the density that decay rate, and its highest occupied eigenvalue can then differ from −I. The condition `hI : 0 ≤ I` matters because Mathlib sets the square root of a negative number to zero.

```lean
/-- Orbital form: if the potential vanishes at infinity and `f'/f` tends to `-√(2I)` with `I ≥ 0`,
then the energy of the radial orbital `f` is `-I`. -/
theorem ionisation_theorem {R e I : ℝ} {v f : ℝ → ℝ} (h : IsRadialOrbital R e v f)
    (hI : 0 ≤ I) (hv : Tendsto v atTop (𝓝 0))
    (hf : Tendsto (logDeriv f) atTop (𝓝 (-√(2 * I)))) : e = -I := by
  have he := energy_of_decay h hv hf
  have hs : √(2 * I) ^ 2 = 2 * I := Real.sq_sqrt (by positivity)
  rw [neg_sq, hs] at he
  linarith
```

## From the orbital to the density

The many-electron input concerns the density, so the orbital's decay has to be extracted from it. Write the radial density as

N = c f² + m,

where f belongs to the slowest-decaying occupied shell, c > 0 is the number of electrons in that shell if f is normalised, and m collects the remaining orbitals. Assume m/f² → 0 and m'/f² → 0, as when the other orbitals decay exponentially faster. Since N' = 2c f f' + m',

(N'/N)(c + m/f²) = N'/f² = 2c f'/f + m'/f².

Solving for the orbital,

f'/f = [(N'/N)(c + m/f²) − m'/f²] / (2c).

If N'/N → −2√(2I), the right side tends to −√(2I), and the previous theorem gives e = −I. "Highest occupied" enters only through the two conditions on m. The radial density contains a factor r² relative to the density per volume, which changes N'/N by 2/r and leaves the limit alone.

In the proof, `h1` is the limit of the solved expression, and `hpos` ensures that N is nonzero far out.

```lean
/-- Density form: let the radial density be `c f² + m` with `c > 0`, where the differentiable
remainder `m` and its derivative are negligible against `f²` at infinity. If the potential
vanishes at infinity and the logarithmic derivative of the density tends to `-2√(2I)` with
`I ≥ 0`, then the energy of the orbital `f` is `-I`. -/
theorem ionisation_theorem_density {R e I c : ℝ} {v f m : ℝ → ℝ}
    (h : IsRadialOrbital R e v f) (hI : 0 ≤ I) (hc : 0 < c) (hv : Tendsto v atTop (𝓝 0))
    (hmd : ∀ r, R < r → DifferentiableAt ℝ m r)
    (hm : Tendsto (fun r => m r / f r ^ 2) atTop (𝓝 0))
    (hm' : Tendsto (fun r => deriv m r / f r ^ 2) atTop (𝓝 0))
    (hn : Tendsto (logDeriv (fun r => c * f r ^ 2 + m r)) atTop (𝓝 (-2 * √(2 * I)))) :
    e = -I := by
  -- express `f'/f` through the density and the remainder
  have h1 := ((hn.mul (hm.const_add c)).sub hm').div_const (2 * c)
  have hlim : (-2 * √(2 * I) * (c + 0) - 0) / (2 * c) = -√(2 * I) := by
    rw [div_eq_iff (by positivity)]
    ring
  rw [hlim] at h1
  have hpos : ∀ᶠ r in atTop, 0 < c + m r / f r ^ 2 :=
    (hm.const_add c).eventually_const_lt (by simpa using hc)
  refine ionisation_theorem h hI hv (h1.congr' ?_)
  filter_upwards [hpos, eventually_gt_atTop R] with r hp hr
  have hf : f r ≠ 0 := (h.pos r hr).ne'
  have hd : HasDerivAt (fun r => c * f r ^ 2 + m r)
      (c * (2 * f r * deriv f r) + deriv m r) r := by
    have h2 := (((h.diff r hr).hasDerivAt.fun_pow 2).const_mul c).fun_add (hmd r hr).hasDerivAt
    exact h2.congr_deriv (by norm_num)
  have hN : c + m r / f r ^ 2 = (c * f r ^ 2 + m r) / f r ^ 2 := by
    field_simp
  rw [hN] at hp
  have hne : c * f r ^ 2 + m r ≠ 0 := by
    intro h0
    rw [h0, zero_div] at hp
    exact lt_irrefl _ hp
  have key : ∀ A N F : ℝ, N ≠ 0 → A / N * (N / F) = A / F := by
    intro A N F hN0
    rw [div_mul_div_comm, mul_comm A N, mul_div_mul_left _ _ hN0]
  simp only [logDeriv_apply, hd.deriv]
  rw [hN, key _ _ _ hne, ← sub_div, add_sub_cancel_right]
  field_simp
```

## From the energy back to the decay rate

Suppose f → 0 and f'/f → κ. If κ were positive, f' would be positive beyond some radius a, so f would increase there and could not fall from f(a) > 0 to zero. Hence κ ≤ 0, and e = w − κ²/2 leaves

κ = −√(2(w − e)).

`hneg` contains the monotonicity argument; the last lines select the non-positive root.

```lean
/-- Converse: if the potential tends to `w`, the radial orbital vanishes at infinity and its
logarithmic derivative converges, then the limit is `-√(2 (w - e))`. -/
theorem decay_of_energy {R e w κ : ℝ} {v f : ℝ → ℝ} (h : IsRadialOrbital R e v f)
    (hv : Tendsto v atTop (𝓝 w)) (hf : Tendsto f atTop (𝓝 0))
    (hκ : Tendsto (logDeriv f) atTop (𝓝 κ)) : κ = -√(2 * (w - e)) := by
  -- a positive limit would make the orbital increase
  have hneg : κ ≤ 0 := by
    by_contra hcon
    obtain ⟨a, ha⟩ := eventually_atTop.mp
      ((hκ.eventually_const_lt (not_le.mp hcon)).and (eventually_gt_atTop R))
    have hmono : StrictMonoOn f (Set.Ici a) := by
      refine strictMonoOn_of_deriv_pos (convex_Ici a)
        (fun x hx => (h.diff x (ha x hx).2).continuousAt.continuousWithinAt) ?_
      intro x hx
      obtain ⟨hl, hR⟩ := ha x (interior_subset hx)
      have hp := mul_pos hl (h.pos x hR)
      rwa [logDeriv_apply, div_mul_cancel₀ _ (h.pos x hR).ne'] at hp
    have hle : f a ≤ 0 := by
      refine ge_of_tendsto hf ?_
      filter_upwards [eventually_ge_atTop a] with x hx
      exact hmono.monotoneOn (Set.mem_Ici.mpr (le_refl a)) (Set.mem_Ici.mpr hx) hx
    exact not_lt_of_ge hle (h.pos a (ha a (le_refl a)).2)
  have he := energy_of_decay h hv hκ
  have hs : 2 * (w - e) = κ ^ 2 := by linarith
  rw [hs, Real.sqrt_sq_eq_abs, abs_of_nonpos hneg, neg_neg]
```

A radial solver that integrates inwards can take a simple starting step from this relation. For a trial energy e < 0 and a potential that vanishes at infinity, it can start at a large radius r₀ with a small value f(r₀) and take the next grid value, a distance h further in, as

f(r₀ − h) ≈ f(r₀) exp(√(−2e) h).

## The hydrogenic 1s orbital

The unnormalised function is f = r exp(−Zr); the normalised one is 2Z^(3/2) r exp(−Zr), with the same logarithmic derivative.

```lean
/-- The function `r exp(-Z r)`: for `Z > 0`, `r` times the unnormalised radial part of the
hydrogenic 1s orbital. -/
noncomputable def hydrogenic (Z r : ℝ) : ℝ := r * Real.exp (-Z * r)
```

Differentiating twice,

f' = (1 − Zr) exp(−Zr),

f'' = (Z²r − 2Z) exp(−Zr).

With v = −Z/r this gives

−f''/2 + v f = −(Z²/2) f,

f'/f = 1/r − Z → −Z = −√(2 · Z²/2).

So for Z > 0 all the hypotheses of the orbital theorem are met with R = 0 and I = Z²/2. In the proof, `d1` and `d2` are the two derivatives.

The approach to the limit is slow. For Z = 1 at r = 20 bohr, f'/f = −0.95, and −(f'/f)²/2 gives −0.451 hartree instead of −0.5. Keeping v and g' at that radius, e = v − (g' + g²)/2 returns −0.5.

```lean
/-- For `Z > 0` the hydrogenic function in the potential `-Z/r` is a radial orbital of energy
`-Z²/2`, and it meets the hypotheses of the ionisation theorem with `I = Z²/2`. -/
theorem ionisation_theorem_witness {Z : ℝ} (hZ : 0 < Z) :
    IsRadialOrbital 0 (-(Z ^ 2 / 2)) (fun r => -Z / r) (hydrogenic Z) ∧
    Tendsto (fun r : ℝ => -Z / r) atTop (𝓝 0) ∧
    Tendsto (logDeriv (hydrogenic Z)) atTop (𝓝 (-√(2 * (Z ^ 2 / 2)))) := by
  have hE : ∀ r : ℝ, HasDerivAt (fun r => Real.exp (-Z * r)) (Real.exp (-Z * r) * (-Z)) r := by
    intro r
    have h := ((hasDerivAt_id' r).const_mul (-Z)).exp
    exact h.congr_deriv (by ring)
  have d1 : ∀ r, HasDerivAt (hydrogenic Z) ((1 - Z * r) * Real.exp (-Z * r)) r := by
    intro r
    have h := (hasDerivAt_id' r).fun_mul (hE r)
    exact HasDerivAt.congr_deriv h (by ring)
  have d2 : ∀ r, HasDerivAt (fun r => (1 - Z * r) * Real.exp (-Z * r))
      ((Z ^ 2 * r - 2 * Z) * Real.exp (-Z * r)) r := by
    intro r
    have h := (((hasDerivAt_id' r).const_mul Z).const_sub 1).fun_mul (hE r)
    exact h.congr_deriv (by ring)
  have hderiv : deriv (hydrogenic Z) = fun r => (1 - Z * r) * Real.exp (-Z * r) :=
    funext fun r => (d1 r).deriv
  refine ⟨⟨fun r hr => mul_pos hr (Real.exp_pos _), fun r _ => (d1 r).differentiableAt,
    fun r _ => ?_, fun r hr => ?_⟩, tendsto_const_nhds.div_atTop tendsto_id, ?_⟩
  · rw [hderiv]
    exact (d2 r).differentiableAt
  · rw [hderiv, (d2 r).deriv]
    show -((Z ^ 2 * r - 2 * Z) * Real.exp (-Z * r)) / 2 + -Z / r * (r * Real.exp (-Z * r))
      = -(Z ^ 2 / 2) * (r * Real.exp (-Z * r))
    have hc : -Z / r * r = -Z := div_mul_cancel₀ _ hr.ne'
    linear_combination Real.exp (-Z * r) * hc
  · -- here `f'/f = 1/r - Z`
    rw [show 2 * (Z ^ 2 / 2) = Z ^ 2 by ring, Real.sqrt_sq hZ.le]
    have h0 : Tendsto (fun r : ℝ => 1 / r) atTop (𝓝 0) :=
      tendsto_const_nhds.div_atTop tendsto_id
    have h := h0.sub_const Z
    rw [zero_sub] at h
    refine h.congr' ?_
    filter_upwards [eventually_gt_atTop (0 : ℝ)] with r hr
    rw [logDeriv_apply, hderiv]
    show 1 / r - Z = (1 - Z * r) * Real.exp (-Z * r) / (r * Real.exp (-Z * r))
    rw [mul_div_mul_right _ _ (Real.exp_ne_zero _), sub_div, mul_div_cancel_right₀ _ hr.ne']

end KohnShamIonisation
```

```lean
#print axioms KohnShamIonisation.ionisation_theorem_density
#print axioms KohnShamIonisation.decay_of_energy
```

```
'KohnShamIonisation.ionisation_theorem_density' depends on axioms: [propext, Classical.choice, Quot.sound]
'KohnShamIonisation.decay_of_energy' depends on axioms: [propext, Classical.choice, Quot.sound]
```
